# Damped SCF iteration with a small enough step converges when the residual is Lipschitz and strongly monotone

## Conditions on the residual

The hypotheses are placed on the residual $R(x)=x-F(x)$, not on the SCF map $F$ itself. This admits maps whose plain iteration diverges: $F(x)=-2x$ on the real line doubles every error, yet its residual $3x$ is well behaved.

Here $x$ is the SCF variable, such as a density or potential, in a real Hilbert space $H$, and $F(x)$ is the output of one cycle. The damped update with step $a$ is
$$G_a(x)=x-aR(x)=(1-a)x+aF(x).$$
Two constants are assumed, for all $x,y\in H$:
$$\|R(x)-R(y)\|\le L\|x-y\|,\qquad \langle R(x)-R(y),x-y\rangle\ge m\|x-y\|^2.$$
The constant $L$ bounds the strongest response of the residual; a large value, as in charge sloshing, leaves only small steps in the sufficient condition below. A positive $m$ says that every nonzero displacement $d$ changes the residual by a vector whose component along $d$ is at least $m\|d\|$.

## What is claimed

If $a>0$ and $aL^2<2m$, then $G_a$ contracts with constant
$$q=\sqrt{1-2am+a^2L^2}<1,$$
and $F$ has exactly one fixed point. For $L>0$ the step condition is $a<2m/L^2$. It forces $m>0$, and $m\le L$ need not be assumed.

For simple mixing with a fixed scalar step, this is a sufficient condition for SCF convergence. The constants are not derived from any density functional, and $F$ must be defined on all of $H$, whereas physical densities form only a subset.

## Derivation

Put $d=x-y$ and $r=R(x)-R(y)$. Then
$$\|G_a(x)-G_a(y)\|^2=\|d-ar\|^2=\|d\|^2-2a\langle r,d\rangle+a^2\|r\|^2\le q^2\|d\|^2.$$
For $d\ne0$ the left side shows that the radicand in $q$ is nonnegative, so roots may be taken; for $d=0$ the estimate is trivial. (If $H=\{0\}$ the radicand can be negative; $q$ is then read as $0$, the value Lean's `Real.sqrt` returns.) The radicand equals $1-a(2m-aL^2)$, which is below one.

Since $a\ne0$, $G_a(p)=p$ holds exactly when $R(p)=0$, that is, $F(p)=p$. Banach's theorem for $G_a$ therefore gives one and only one fixed point of $F$. For $m>0$ the step $m/(L^2+1)$ is always admissible, so existence and uniqueness do not depend on a chosen step.

Applying the contraction $n$ times with $y=p$ gives
$$\|G_a^n(x)-p\|\le q^n\|x-p\|\to0.$$
Since $R(p)=0$, monotonicity and Cauchy–Schwarz give
$$m\|x-p\|^2\le\langle R(x),x-p\rangle\le\|R(x)\|\,\|x-p\|,$$
hence $m\|x-p\|\le\|R(x)\|$: with $m>0$ known, the residual norm bounds the error.

For $L>0$, completing the square,
$$1-2am+a^2L^2=1-(m/L)^2+(aL-m/L)^2,$$
so $a=m/L^2$ minimises the guaranteed rate.

From these two inequalities alone the contraction factor cannot be improved. On the complex plane with $R(z)=cz$, $m=\operatorname{Re}c$ and $L=|c|$, the update multiplies differences by $1-ac$, and $|1-ac|^2=1-2am+a^2L^2$. A particular map may allow much larger steps: if $R$ is linear and self-adjoint with spectrum in $[m,L]$ and $m>0$, the iteration converges for every step $0<a<2/L$.

## Two boundary cases

Without $m>0$ a solution may not exist: $F(x)=x+1$ on the real line has constant residual $-1$, so both conditions hold with $m=L=0$, but there is no fixed point.

At the other end, $m=L>0$ gives rate zero at the step $1/L$, and one update reaches the solution.

## The Lean file

```lean
import Mathlib

open Filter Topology
open scoped InnerProductSpace

namespace MonotoneResidualSCF

noncomputable section

variable {H : Type*} [NormedAddCommGroup H] [InnerProductSpace ℝ H]

/-- The SCF residual `R(x) = x - F(x)`: input minus output of one cycle. -/
def residual (F : H → H) (x : H) : H := x - F x

/-- The damped update `x - a R(x)` with step `a`. -/
def mix (a : ℝ) (F : H → H) (x : H) : H := x - a • residual F x

/-- The residual is Lipschitz with constant `L`. -/
def ResidualLipschitz (F : H → H) (L : ℝ) : Prop :=
  ∀ x y, ‖residual F x - residual F y‖ ≤ L * ‖x - y‖

/-- The monotonicity inequality for the residual with constant `m`; for `m > 0` it is strong
monotonicity. -/
def ResidualMonotone (F : H → H) (m : ℝ) : Prop :=
  ∀ x y, m * ‖x - y‖ ^ 2 ≤ ⟪residual F x - residual F y, x - y⟫_ℝ

/-- The rate `sqrt (1 - 2 a m + a² L²)` of the damped update. -/
def mixingRate (a m L : ℝ) : ℝ := Real.sqrt (1 - 2 * a * m + a ^ 2 * L ^ 2)

/-- For a positive step with `a L² < 2 m` the rate is below one. -/
theorem mixingRate_lt_one {a m L : ℝ} (ha0 : 0 < a) (ha : a * L ^ 2 < 2 * m) :
    mixingRate a m L < 1 := by
  rw [mixingRate, Real.sqrt_lt' one_pos]
  nlinarith [mul_pos ha0 (sub_pos.2 ha)]

/-- If the residual satisfies both inequalities and `a ≥ 0`, one damped update multiplies the
distance between two inputs by at most `mixingRate a m L`. -/
theorem mix_contracts {F : H → H} {a m L : ℝ} (hL : ResidualLipschitz F L)
    (hm : ResidualMonotone F m) (ha : 0 ≤ a) (x y : H) :
    ‖mix a F x - mix a F y‖ ≤ mixingRate a m L * ‖x - y‖ := by
  have h1 : m * ‖x - y‖ ^ 2 ≤ ⟪x - y, residual F x - residual F y⟫_ℝ := by
    rw [real_inner_comm]
    exact hm x y
  have h2 := pow_le_pow_left₀ (norm_nonneg _) (hL x y) 2
  rw [mul_pow] at h2
  -- expand the square: the cross term is controlled by monotonicity
  have hsq : ‖mix a F x - mix a F y‖ ^ 2
      ≤ (1 - 2 * a * m + a ^ 2 * L ^ 2) * ‖x - y‖ ^ 2 := by
    have e : mix a F x - mix a F y
        = (x - y) - a • (residual F x - residual F y) := by
      simp only [mix]
      module
    rw [e, norm_sub_sq_real, inner_smul_right, norm_smul, mul_pow,
      Real.norm_eq_abs, sq_abs]
    nlinarith [mul_le_mul_of_nonneg_left h1 ha,
      mul_le_mul_of_nonneg_left h2 (sq_nonneg a)]
  have h3 := Real.sqrt_le_sqrt hsq
  rw [Real.sqrt_sq (norm_nonneg _), Real.sqrt_mul' _ (sq_nonneg _),
    Real.sqrt_sq (norm_nonneg _)] at h3
  exact h3

/-- For a nonzero step, the damped update and the SCF map have the same fixed points. -/
theorem mix_fixed_iff {F : H → H} {a : ℝ} (ha : a ≠ 0) (x : H) :
    mix a F x = x ↔ F x = x := by
  rw [mix, residual, sub_eq_self, smul_eq_zero, or_iff_right ha, sub_eq_zero]
  exact eq_comm

/-- In a Hilbert space, if the residual is Lipschitz and strongly monotone and the step
satisfies `0 < a` and `a L² < 2 m`, the damped update is a contraction with constant
`mixingRate a m L`, and the SCF map has exactly one fixed point. -/
theorem scf_contraction_and_unique_solution [CompleteSpace H] {F : H → H} {a m L : ℝ}
    (hL : ResidualLipschitz F L) (hm : ResidualMonotone F m)
    (ha0 : 0 < a) (ha : a * L ^ 2 < 2 * m) :
    mixingRate a m L < 1 ∧
    (∀ x y, ‖mix a F x - mix a F y‖ ≤ mixingRate a m L * ‖x - y‖) ∧
    ∃! p, F p = p := by
  refine ⟨mixingRate_lt_one ha0 ha, mix_contracts hL hm ha0.le, ?_⟩
  have : Nonempty H := ⟨0⟩
  let K : NNReal := ⟨mixingRate a m L, Real.sqrt_nonneg _⟩
  have hc : ContractingWith K (mix a F) := by
    refine ⟨?_, LipschitzWith.of_dist_le_mul fun x y => ?_⟩
    · rw [← NNReal.coe_lt_coe, NNReal.coe_one]
      exact mixingRate_lt_one ha0 ha
    · rw [dist_eq_norm, dist_eq_norm]
      exact mix_contracts hL hm ha0.le x y
  -- Banach's theorem for the damped update, carried over to `F`
  refine ⟨ContractingWith.fixedPoint (mix a F) hc,
    (mix_fixed_iff ha0.ne' _).1 hc.fixedPoint_isFixedPt, fun q hq => ?_⟩
  exact hc.fixedPoint_unique ((mix_fixed_iff ha0.ne' q).2 hq)

/-- An SCF map on a Hilbert space whose residual is Lipschitz and strongly monotone with
`m > 0` has exactly one fixed point. -/
theorem scf_existsUnique [CompleteSpace H] {F : H → H} {m L : ℝ}
    (hL : ResidualLipschitz F L) (hm : ResidualMonotone F m) (hpos : 0 < m) :
    ∃! p, F p = p := by
  -- the step `m / (L² + 1)` is always admissible
  have ha0 : 0 < m / (L ^ 2 + 1) := by positivity
  have ha : m / (L ^ 2 + 1) * L ^ 2 < 2 * m := by
    rw [div_mul_eq_mul_div, div_lt_iff₀ (by positivity)]
    nlinarith [mul_nonneg hpos.le (sq_nonneg L)]
  exact (scf_contraction_and_unique_solution hL hm ha0 ha).2.2

/-- If the residual satisfies both inequalities, `0 < a` and `a L² < 2 m`, then the error of the
damped iteration after `n` steps is at most `mixingRate ^ n` times the initial error, and the
iterates converge to the fixed point. -/
theorem mix_iterates_converge {F : H → H} {a m L : ℝ} (hL : ResidualLipschitz F L)
    (hm : ResidualMonotone F m) (ha0 : 0 < a) (ha : a * L ^ 2 < 2 * m)
    {p : H} (hp : F p = p) (x : H) :
    (∀ n : ℕ, ‖(mix a F)^[n] x - p‖ ≤ mixingRate a m L ^ n * ‖x - p‖) ∧
    Tendsto (fun n : ℕ => (mix a F)^[n] x) atTop (𝓝 p) := by
  have hr : 0 ≤ mixingRate a m L := Real.sqrt_nonneg _
  have hb : ∀ n : ℕ, ‖(mix a F)^[n] x - p‖ ≤ mixingRate a m L ^ n * ‖x - p‖ := by
    intro n
    induction n with
    | zero => simp
    | succ n ih =>
      have h := mix_contracts hL hm ha0.le ((mix a F)^[n] x) p
      rw [(mix_fixed_iff ha0.ne' p).2 hp] at h
      rw [Function.iterate_succ_apply', pow_succ']
      calc _ ≤ _ := h
        _ ≤ mixingRate a m L * (mixingRate a m L ^ n * ‖x - p‖) :=
          mul_le_mul_of_nonneg_left ih hr
        _ = _ := by ring
  refine ⟨hb, tendsto_iff_norm_sub_tendsto_zero.2 ?_⟩
  have ht := (tendsto_pow_atTop_nhds_zero_of_lt_one hr
    (mixingRate_lt_one ha0 ha)).mul_const ‖x - p‖
  rw [zero_mul] at ht
  exact squeeze_zero (fun n => norm_nonneg _) hb ht

/-- If the residual satisfies the monotonicity inequality with constant `m`, its norm at `x` is at
least `m` times the distance from `x` to a fixed point. -/
theorem error_le_residual {F : H → H} {m : ℝ} (hm : ResidualMonotone F m)
    {p : H} (hp : F p = p) (x : H) : m * ‖x - p‖ ≤ ‖residual F x‖ := by
  have h := hm x p
  have h0 : residual F p = 0 := by rw [residual, hp, sub_self]
  rw [h0, sub_zero] at h
  have hcs := real_inner_le_norm (residual F x) (x - p)
  rcases (norm_nonneg (x - p)).eq_or_lt with hd | hd
  · rw [← hd, mul_zero]
    exact norm_nonneg _
  · refine le_of_mul_le_mul_right ?_ hd
    nlinarith

/-- For `L > 0` the step `m / L²` gives the rate `sqrt (1 - (m/L)²)`, and no other step gives a
smaller rate. -/
theorem optimal_step {m L : ℝ} (hL : 0 < L) :
    mixingRate (m / L ^ 2) m L = Real.sqrt (1 - (m / L) ^ 2) ∧
    ∀ a, Real.sqrt (1 - (m / L) ^ 2) ≤ mixingRate a m L := by
  constructor
  · have h : 1 - 2 * (m / L ^ 2) * m + (m / L ^ 2) ^ 2 * L ^ 2 = 1 - (m / L) ^ 2 := by
      field_simp
      ring
    rw [mixingRate, h]
  · intro a
    have h : a * L * (m / L) = a * m := by field_simp
    apply Real.sqrt_le_sqrt
    nlinarith [sq_nonneg (a * L - m / L)]

/-- The linear SCF map on the complex plane with residual `c z`. -/
def linearSCF (c z : ℂ) : ℂ := z - c * z

/-- The map `linearSCF c` meets both conditions with `L = |c|` and `m = Re c`, and its damped
update scales all distances by exactly `mixingRate a m L`. -/
theorem mixingRate_sharp_witness (c : ℂ) :
    ResidualLipschitz (linearSCF c) ‖c‖ ∧ ResidualMonotone (linearSCF c) c.re ∧
    ∀ (a : ℝ) (z w : ℂ), ‖mix a (linearSCF c) z - mix a (linearSCF c) w‖
      = mixingRate a c.re ‖c‖ * ‖z - w‖ := by
  have hd : ∀ z w, residual (linearSCF c) z - residual (linearSCF c) w = c * (z - w) := by
    intro z w
    simp only [residual, linearSCF]
    ring
  refine ⟨fun z w => ?_, fun z w => ?_, fun a z w => ?_⟩
  · rw [hd, norm_mul]
  · rw [hd]
    generalize z - w = d
    apply le_of_eq
    rw [Complex.inner, Complex.sq_norm, Complex.normSq_apply]
    simp only [map_mul, Complex.mul_re, Complex.mul_im, Complex.conj_re, Complex.conj_im]
    ring
  · -- the update multiplies differences by the complex number `1 - a c`
    have e : mix a (linearSCF c) z - mix a (linearSCF c) w
        = (1 - (a : ℂ) * c) * (z - w) := by
      simp only [mix, residual, linearSCF, Complex.real_smul]
      ring
    have k : ‖1 - (a : ℂ) * c‖ ^ 2 = 1 - 2 * a * c.re + a ^ 2 * ‖c‖ ^ 2 := by
      simp only [Complex.sq_norm, Complex.normSq_apply, Complex.sub_re, Complex.sub_im,
        Complex.one_re, Complex.one_im, Complex.mul_re, Complex.mul_im,
        Complex.ofReal_re, Complex.ofReal_im]
      ring
    rw [e, norm_mul, mixingRate, ← k, Real.sqrt_sq (norm_nonneg _)]

end

end MonotoneResidualSCF
```

```lean
#print axioms MonotoneResidualSCF.scf_contraction_and_unique_solution
-- 'MonotoneResidualSCF.scf_contraction_and_unique_solution' depends on axioms: [propext, Classical.choice, Quot.sound]
#print axioms MonotoneResidualSCF.scf_existsUnique
-- 'MonotoneResidualSCF.scf_existsUnique' depends on axioms: [propext, Classical.choice, Quot.sound]
#print axioms MonotoneResidualSCF.error_le_residual
-- 'MonotoneResidualSCF.error_le_residual' depends on axioms: [propext, Classical.choice, Quot.sound]
#print axioms MonotoneResidualSCF.optimal_step
-- 'MonotoneResidualSCF.optimal_step' depends on axioms: [propext, Classical.choice, Quot.sound]
```

## Reading the statement and proof

`residual`, `mix` and `mixingRate` are $R$, $G_a$ and $q$; `ResidualLipschitz` and `ResidualMonotone` are the two assumed inequalities. `CompleteSpace H` makes the inner product space a Hilbert space, and `∃! p, F p = p` says that there is exactly one fixed point.

In `mix_contracts`, `norm_sub_sq_real` expands the square, and `nlinarith` inserts the two inequalities multiplied by $a$ and $a^2$. `mixingRate_lt_one` supplies the strict bound. The main theorem, `scf_contraction_and_unique_solution`, packages both as `ContractingWith`, Mathlib's hypothesis for Banach's theorem, and `mix_fixed_iff` carries the fixed point over to `F`. `scf_existsUnique` inserts the step $m/(L^2+1)$.

`mix_iterates_converge` proves the geometric bound by induction and squeezes the error to zero. `error_le_residual` treats zero distance separately before cancelling it. `optimal_step` uses the completed square, and `mixingRate_sharp_witness` computes the factor $|1-ac|$ from real and imaginary parts.
